# Two 0–1 matrices for shared grid coordinates have a product with no zeros

The lemma concerns two real matrices on the sites of a finite `m × k` grid: one has entry 1 between sites sharing the second coordinate, the other between sites sharing the first, and both are zero elsewhere, so each site is also joined to itself. It states that their rows have exactly `m` and `k` nonzero entries, that every row of their product has `m * k`, which is the whole row, and that the triples of sites for which both factors are nonzero number `(m * k) * (m * k)`. The attempt writes each row's support as a product of a full coordinate set and a single point, and counts it. It then shows that exactly one intermediate site joins any two sites, so that every entry of the product is 1, and gets the number of triples from an earlier counting lemma.

In Lean, a first try:

```lean
import Mathlib

open Finset
open scoped Classical

namespace SparseProduct

noncomputable section

variable {ι κ μ R : Type*} [Fintype ι] [Fintype κ] [Fintype μ] [Ring R]

/-- The columns in which row `i` of the matrix `A` has a nonzero entry. -/
def rowSupport (A : Matrix ι κ R) (i : ι) : Finset κ :=
  univ.filter (fun j => A i j ≠ 0)

/-- The index triples `(i, j, l)` for which `A i j` and `B j l` are both nonzero. -/
def productTriples (A : Matrix ι κ R) (B : Matrix κ μ R) : Finset (ι × κ × μ) :=
  univ.filter (fun t => A t.1 t.2.1 ≠ 0 ∧ B t.2.1 t.2.2 ≠ 0)

omit [Fintype ι] in
/-- A column belongs to the row support exactly when the matrix entry there is nonzero. -/
theorem mem_rowSupport {A : Matrix ι κ R} {i : ι} {j : κ} :
    j ∈ rowSupport A i ↔ A i j ≠ 0 := by
  simp [rowSupport]

/-- The number of triples with both factors nonzero is the sum of the row counts of `B`
over all nonzero positions of `A`. -/
theorem card_productTriples (A : Matrix ι κ R) (B : Matrix κ μ R) :
    (productTriples A B).card = ∑ i, ∑ j ∈ rowSupport A i, (rowSupport B j).card := by
  simp only [productTriples, rowSupport, Finset.card_filter, Fintype.sum_prod_type,
    Finset.sum_filter]
  refine Finset.sum_congr rfl fun i _ => Finset.sum_congr rfl fun j _ => ?_
  rcases eq_or_ne (A i j) 0 with h | h
  · simp [h]
  · rw [if_pos h]
    refine Finset.sum_congr rfl fun l _ => ?_
    by_cases h' : B j l = 0 <;> simp [h, h']

/-- The matrix on an `m × k` grid with entry one between sites that share
the second coordinate, and zero otherwise. -/
def hopFirst (m k : ℕ) : Matrix (Fin m × Fin k) (Fin m × Fin k) ℝ :=
  fun x y => if y.2 = x.2 then 1 else 0

/-- The matrix on an `m × k` grid with entry one between sites that share
the first coordinate, and zero otherwise. -/
def hopSecond (m k : ℕ) : Matrix (Fin m × Fin k) (Fin m × Fin k) ℝ :=
  fun x y => if y.1 = x.1 then 1 else 0

/-- For the two grid matrices, with exactly `m` and `k` nonzeros per row, the product has
exactly `m * k` per row and the triples number `m * k` sites times `m * k`. -/
theorem sparse_product_sharp (m k : ℕ) :
    (∀ x, (rowSupport (hopFirst m k) x).card = m) ∧
    (∀ x, (rowSupport (hopSecond m k) x).card = k) ∧
    (∀ x, (rowSupport (hopFirst m k * hopSecond m k) x).card = m * k) ∧
    (productTriples (hopFirst m k) (hopSecond m k)).card = (m * k) * (m * k) := by
  have hA : ∀ x, (rowSupport (hopFirst m k) x).card = m := by
    intro x
    have h : rowSupport (hopFirst m k) x = univ ×ˢ {x.2} := by
      ext y
      simp [mem_rowSupport, hopFirst]
    rw [h, Finset.card_product]
    simp
  have hB : ∀ x, (rowSupport (hopSecond m k) x).card = k := by
    intro x
    have h : rowSupport (hopSecond m k) x = {x.1} ×ˢ univ := by
      ext y
      simp [mem_rowSupport, hopSecond]
    rw [h, Finset.card_product]
    simp
  -- exactly one intermediate site joins any two grid sites
  have hAB : ∀ x y, (hopFirst m k * hopSecond m k) x y = 1 := by
    intro x y
    rw [Matrix.mul_apply, Finset.sum_eq_single (y.1, x.2)]
    · simp [hopFirst, hopSecond]
    · intro z _ hz
      by_cases h1 : z.2 = x.2
      · by_cases h2 : y.1 = z.1
        · exact absurd (Prod.ext h2.symm h1) hz
        · simp [hopSecond, h2]
      · simp [hopFirst, h1]
    · intro h
      exact absurd (Finset.mem_univ _) h
  refine ⟨hA, hB, ?_, ?_⟩
  · intro x
    have h : rowSupport (hopFirst m k * hopSecond m k) x = univ := by
      ext y
      simp [mem_rowSupport, hAB]
    rw [h, Finset.card_univ, Fintype.card_prod, Fintype.card_fin, Fintype.card_fin]
  · rw [card_productTriples]
    simp only [hB, Finset.sum_const, hA, smul_eq_mul, Finset.card_univ,
      Fintype.card_prod, Fintype.card_fin]

end

end SparseProduct
```

Lean reports:

```
Main.lean:58:60: error: unsolved goals
m k : ℕ
x y : Fin m × Fin k
⊢ y.2 = x.2 ↔ ∃ a, (a, x.2) = y
Main.lean:65:61: error: unsolved goals
m k : ℕ
hA : ∀ (x : Fin m × Fin k), #(rowSupport (hopFirst m k) x) = m
x y : Fin m × Fin k
⊢ y.1 = x.1 ↔ ∃ a, (x.1, a) = y
Main.lean:78:41: error: Application type mismatch: The argument
  h1
has type
  z.2 = x.2
but is expected to have type
  z.2 = y.2
in the application
  Prod.ext (Eq.symm h2) h1
```

The first two errors have the same cause. `simp` treated the product of `univ` with a singleton as an image, so membership of `y` became the existence of an `a` with `(a, x.2) = y`, or `(x.1, a) = y` in the second case. It did not close the equivalence between that and the plain equation of coordinates. The repair first rewrites with `Finset.mem_product`, which splits membership into one condition on each coordinate, and `simp` can finish from there.

The third error comes from the order in which Lean settles the terms. In `absurd (Prod.ext h2.symm h1) hz` the equality is elaborated before `hz` has said which pairs it is about. From `h2.symm : z.1 = y.1` Lean takes the pairs to be `z` and `y`, and so wants `z.2 = y.2`, where `h1` gives `z.2 = x.2`. Applying `hz` directly fixes the expected equality as `z = (y.1, x.2)`, which `h2.symm` and `h1` do prove, and `.elim` closes the goal from the contradiction.

This version goes through:

```diff
@@ -58,5 +58,6 @@
     have h : rowSupport (hopFirst m k) x = univ ×ˢ {x.2} := by
       ext y
-      simp [mem_rowSupport, hopFirst]
+      rw [Finset.mem_product, mem_rowSupport]
+      simp [hopFirst]
     rw [h, Finset.card_product]
     simp
@@ -65,5 +66,6 @@
     have h : rowSupport (hopSecond m k) x = {x.1} ×ˢ univ := by
       ext y
-      simp [mem_rowSupport, hopSecond]
+      rw [Finset.mem_product, mem_rowSupport]
+      simp [hopSecond]
     rw [h, Finset.card_product]
     simp
@@ -76,5 +78,5 @@
       by_cases h1 : z.2 = x.2
       · by_cases h2 : y.1 = z.1
-        · exact absurd (Prod.ext h2.symm h1) hz
+        · exact (hz (Prod.ext h2.symm h1)).elim
         · simp [hopSecond, h2]
       · simp [hopFirst, h1]
```
